# The spin density of hydrogenic s orbitals has slope −2Z n(0) at the nucleus

**Q:** Before any theorem, what are the objects and the units?

**A:** Atomic units, with a point nucleus of charge $Z$ at $r=0$. Each s orbital has a real radial function $R_i$ and an energy $E_i$, and for $r>0$ it satisfies

$$rR_i''+2R_i'+2(E_i r+Z)R_i=0 .$$

This is the radial Schrödinger equation for one electron in the bare Coulomb potential $-Z/r$, multiplied by $-2r$. The density is $n(r)=\sum_i w_iR_i(r)^2$ with real weights $w_i$, for instance $+1$ for spin up and $-1$ for spin down. If $\int_0^\infty R_i^2r^2\,dr=1$, the spin density per unit volume is $n/4\pi$. In Lean, `IsRadialOrbital Z E R` holds the equation and the smoothness of one orbital, and `spinDensity w R` is $n$.

```lean
import Mathlib

open Filter Topology

namespace SpinDensityCusp

/-- A twice continuously differentiable radial function `R` that solves the s-wave radial
equation (atomic units) with energy `E` and nuclear charge `Z` at every `r > 0`. -/
structure IsRadialOrbital (Z E : ℝ) (R : ℝ → ℝ) : Prop where
  smooth : ContDiff ℝ 2 R
  radial_eq : ∀ r, 0 < r →
    r * deriv (deriv R) r + 2 * deriv R r + 2 * (E * r + Z) * R r = 0

/-- The spin density of finitely many radial orbitals `R i` with real weights `w i`. -/
def spinDensity {ι : Type*} [Fintype ι] (w : ι → ℝ) (R : ι → ℝ → ℝ) (r : ℝ) : ℝ :=
  ∑ i, w i * R i r ^ 2
```

**Q:** A 1s orbital has a kink at the nucleus, yet `smooth` demands two continuous derivatives on the whole line.

**A:** The kink belongs to $e^{-Z|x|}$ as a function of position. The radial function $e^{-Zr}$ continues smoothly to negative $r$, where the equation is not imposed. Smoothness does exclude solutions that behave like $1/r$ at the nucleus.

The model could instead use functions on $[0,\infty)$ with one-sided derivatives at $0$. The derivatives of $n$ at the nucleus would then be right derivatives, with the same values. Nothing physical is lost in the present version, because a function that is $C^2$ up to $r=0$ extends to negative $r$ by its quadratic Taylor polynomial.

The first lemma extracts the differentiability and continuity used below.

```lean
/-- A radial orbital and its slope are differentiable, and its second derivative is
continuous. -/
theorem IsRadialOrbital.regular {Z E : ℝ} {R : ℝ → ℝ} (h : IsRadialOrbital Z E R) :
    Differentiable ℝ R ∧ Differentiable ℝ (deriv R) ∧ Continuous (deriv (deriv R)) := by
  have h2 : ContDiff ℝ (1 + 1) R := by
    rw [one_add_one_eq_two]
    exact h.smooth
  have h3 := contDiff_succ_iff_deriv.1 h2
  exact ⟨h3.1, contDiff_one_iff_deriv.1 h3.2.2⟩
```

**Q:** The equation holds only for $r>0$. How do you learn anything at $r=0$?

**A:** By continuity. As $r\downarrow0$, the left side tends to $2R'(0)+2ZR(0)$, and it is zero all the way, so $R'(0)=-ZR(0)$. In Lean, `hF` is the continuity, `h1` is the zero limit, and `tendsto_nhds_unique` equates the two.

```lean
/-- The cusp condition for one radial orbital: `R'(0) = -Z R(0)`. -/
theorem IsRadialOrbital.cusp {Z E : ℝ} {R : ℝ → ℝ} (h : IsRadialOrbital Z E R) :
    deriv R 0 = -Z * R 0 := by
  obtain ⟨d0, d1, c2⟩ := h.regular
  have hF : Continuous fun r : ℝ =>
      r * deriv (deriv R) r + 2 * deriv R r + 2 * (E * r + Z) * R r :=
    ((continuous_id.mul c2).add (continuous_const.mul d1.continuous)).add
      ((continuous_const.mul ((continuous_const.mul continuous_id).add
        continuous_const)).mul d0.continuous)
  -- the left side of the radial equation vanishes for r > 0, hence also in the limit
  have h1 : Tendsto (fun r : ℝ =>
      r * deriv (deriv R) r + 2 * deriv R r + 2 * (E * r + Z) * R r) (𝓝[>] 0) (𝓝 0) := by
    refine tendsto_const_nhds.congr' ?_
    filter_upwards [self_mem_nhdsWithin] with r hr
    exact (h.radial_eq r hr).symm
  have e : 0 * deriv (deriv R) 0 + 2 * deriv R 0 + 2 * (E * 0 + Z) * R 0 = 0 :=
    tendsto_nhds_unique ((hF.tendsto 0).mono_left nhdsWithin_le_nhds) h1
  linear_combination e / 2
```

**Q:** For the second derivative I would differentiate the equation, which needs $R'''$.

**A:** A difference quotient avoids that. For $r>0$ the equation reads

$$R'(r)+ZR(r)=-\tfrac r2\bigl(R''(r)+2ER(r)\bigr).$$

The left side vanishes at $r=0$ by the cusp condition. Dividing by $r$ and letting $r\downarrow0$ gives

$$R''(0)+ZR'(0)=-\tfrac12\bigl(R''(0)+2ER(0)\bigr).$$

With $R'(0)=-ZR(0)$ this becomes $R''(0)=\tfrac23(Z^2-E)R(0)$. In the code, `hG` is the derivative of $R'+ZR$ at $0$, `hX` is the rewritten equation, and `e` equates the two limits.

```lean
/-- The curvature of a radial orbital at the nucleus: `R''(0) = (2/3) (Z² - E) R(0)`. -/
theorem IsRadialOrbital.curvature {Z E : ℝ} {R : ℝ → ℝ} (h : IsRadialOrbital Z E R) :
    deriv (deriv R) 0 = 2 / 3 * (Z ^ 2 - E) * R 0 := by
  obtain ⟨d0, d1, c2⟩ := h.regular
  have hG : HasDerivAt (fun r => deriv R r + Z * R r)
      (deriv (deriv R) 0 + Z * deriv R 0) 0 :=
    (d1 0).hasDerivAt.fun_add ((d0 0).hasDerivAt.const_mul Z)
  have hY : Continuous fun r => -(1 / 2) * (deriv (deriv R) r + 2 * E * R r) :=
    continuous_const.mul (c2.add (continuous_const.mul d0.continuous))
  -- the radial equation divided by r identifies the difference quotient of R' + Z R
  have hlim := hG.tendsto_slope_zero_right.congr' (f₂ := fun r =>
      -(1 / 2) * (deriv (deriv R) r + 2 * E * R r)) (by
    filter_upwards [self_mem_nhdsWithin] with r hr
    have hr' : 0 < r := hr
    have hX : deriv R r + Z * R r - (deriv R 0 + Z * R 0)
        = r * (-(1 / 2) * (deriv (deriv R) r + 2 * E * R r)) := by
      linear_combination h.radial_eq r hr' / 2 - h.cusp
    rw [zero_add, smul_eq_mul, hX, inv_mul_cancel_left₀ hr'.ne'])
  have e : deriv (deriv R) 0 + Z * deriv R 0
      = -(1 / 2) * (deriv (deriv R) 0 + 2 * E * R 0) :=
    tendsto_nhds_unique hlim ((hY.tendsto 0).mono_left nhdsWithin_le_nhds)
  linear_combination 2 / 3 * e - 2 / 3 * Z * h.cusp
```

**Q:** Weights of opposite sign can nearly cancel. Does the cusp survive in the sum?

**A:** Yes, because the relation is the same for every orbital. The product rule gives $n'(r)=\sum_i 2w_iR_iR_i'$, so at the nucleus

$$n'(0)=-2Z\sum_i w_iR_i(0)^2=-2Z\,n(0).$$

If $n(0)=0$, the slope is zero too. The statement `HasDerivAt (spinDensity w R) (-2 * Z * spinDensity w R 0) 0` says that $n$ is differentiable at $0$ with this derivative. The energies may differ, but all orbitals share one $Z$.

```lean
variable {ι : Type*} [Fintype ι] {Z : ℝ} {E : ι → ℝ} {R : ι → ℝ → ℝ}

/-- The slope of the spin density at any `r` is the weighted sum of `2 R R'`. -/
theorem spinDensity_hasDerivAt (h : ∀ i, IsRadialOrbital Z (E i) (R i)) (w : ι → ℝ) (r : ℝ) :
    HasDerivAt (spinDensity w R) (∑ i, w i * (2 * R i r * deriv (R i) r)) r := by
  have hi : ∀ i, HasDerivAt (fun r => w i * R i r ^ 2)
      (w i * (2 * R i r * deriv (R i) r)) r := fun i =>
    ((((h i).regular.1 r).hasDerivAt.fun_pow 2).const_mul (w i)).congr_deriv (by simp)
  exact HasDerivAt.fun_sum fun i _ => hi i

/-- The cusp condition for the spin density: `n'(0) = -2 Z n(0)`, for orbitals of any energies
and weights of either sign. -/
theorem spinDensity_cusp (h : ∀ i, IsRadialOrbital Z (E i) (R i)) (w : ι → ℝ) :
    HasDerivAt (spinDensity w R) (-2 * Z * spinDensity w R 0) 0 := by
  refine (spinDensity_hasDerivAt h w 0).congr_deriv ?_
  simp only [spinDensity, Finset.mul_sum]
  refine Finset.sum_congr rfl fun i _ => ?_
  rw [(h i).cusp]
  ring
```

The same argument applies to a product of two different orbitals: $(R_iR_j)'(0)=-2Z\,R_i(0)R_j(0)$.

**Q:** And the curvature of $n$?

**A:** Differentiating once more at $0$,

$$n''(0)=\sum_i 2w_i\bigl(R_i'(0)^2+R_i(0)R_i''(0)\bigr)=\sum_i w_i\,\frac{10Z^2-4E_i}{3}\,R_i(0)^2 .$$

The energies enter here, so $n''(0)$ is in general not a fixed multiple of $n(0)$. The proof differentiates the formula for $n'$ term by term and inserts the two orbital results.

```lean
/-- The second derivative of the spin density at the nucleus, expressed through the orbital
energies and the orbital values there. -/
theorem spinDensity_curvature (h : ∀ i, IsRadialOrbital Z (E i) (R i)) (w : ι → ℝ) :
    HasDerivAt (deriv (spinDensity w R))
      (∑ i, w i * ((10 * Z ^ 2 - 4 * E i) / 3 * R i 0 ^ 2)) 0 := by
  have hd : deriv (spinDensity w R) = fun r => ∑ i, w i * (2 * R i r * deriv (R i) r) :=
    funext fun r => (spinDensity_hasDerivAt h w r).deriv
  rw [hd]
  refine HasDerivAt.fun_sum fun i _ => ?_
  obtain ⟨d0, d1, -⟩ := (h i).regular
  refine ((((d0 0).hasDerivAt.const_mul 2).fun_mul (d1 0).hasDerivAt).const_mul
    (w i)).congr_deriv ?_
  rw [(h i).curvature, (h i).cusp]
  ring
```

**Q:** What does this do for a hyperfine calculation?

**A:** The Fermi contact coupling is proportional to the spin density at the nucleus. In this non-interacting model, $n(0)$ can be estimated from a value at small $r$ by $f(r)=n(r)(1+2Zr)$. Here $f(0)=n(0)$ and $f'(0)=n'(0)+2Zn(0)=0$, so $(f(r)-n(0))/r\to0$. Lean's `𝓝[>] 0` means that $r$ approaches $0$ through positive values. In the proof, `hf` is $f'(0)=0$, and the limit is its difference quotient.

```lean
/-- Multiplying the spin density at small `r > 0` by `1 + 2 Z r` gives the contact density
with an error that vanishes faster than `r`. -/
theorem contact_extrapolation (h : ∀ i, IsRadialOrbital Z (E i) (R i)) (w : ι → ℝ) :
    Tendsto (fun r => (spinDensity w R r * (1 + 2 * Z * r) - spinDensity w R 0) / r)
      (𝓝[>] 0) (𝓝 0) := by
  have hlin : HasDerivAt (fun r : ℝ => 1 + 2 * Z * r) (2 * Z) 0 :=
    (((hasDerivAt_id' (0 : ℝ)).const_mul (2 * Z)).const_add 1).congr_deriv (mul_one _)
  have hf : HasDerivAt (fun r => spinDensity w R r * (1 + 2 * Z * r)) 0 0 :=
    ((spinDensity_cusp h w).fun_mul hlin).congr_deriv (by ring)
  refine hf.tendsto_slope_zero_right.congr fun r => ?_
  rw [zero_add, smul_eq_mul, mul_zero, add_zero, mul_one, div_eq_inv_mul]
```

**Q:** "Faster than $r$" is vague. How large is the error?

**A:** It is at most of order $r^2$: divided by $r^2$, it has a finite limit, which can be zero when weights of opposite sign cancel. L'Hôpital's rule turns $(f(r)-n(0))/r^2$ into $f'(r)/(2r)$, where $f'(r)=n'(r)(1+2Zr)+2Zn(r)$. Since $f'(0)=0$, the limit is

$$\tfrac12f''(0)=\tfrac12\bigl(n''(0)+4Zn'(0)\bigr)=\tfrac12\bigl(n''(0)-8Z^2n(0)\bigr)=-\sum_i w_i\,\frac{7Z^2+2E_i}{3}\,R_i(0)^2 .$$

In Lean, `hf` differentiates the numerator at every $r$, `hf'` differentiates the result at $0$, and `hs` is the algebra that joins the sums. The last bullet supplies the limit of $f'(r)/(2r)$.

```lean
/-- The error of the extrapolated contact density, divided by `r ^ 2`, has a finite limit as `r`
decreases to `0`. The limit is expressed through the nuclear charge, the weights, the orbital
energies and the orbital values at the nucleus. -/
theorem contact_extrapolation_error (h : ∀ i, IsRadialOrbital Z (E i) (R i)) (w : ι → ℝ) :
    Tendsto (fun r => (spinDensity w R r * (1 + 2 * Z * r) - spinDensity w R 0) / r ^ 2)
      (𝓝[>] 0) (𝓝 (-∑ i, w i * ((7 * Z ^ 2 + 2 * E i) / 3 * R i 0 ^ 2))) := by
  have hn : ∀ r, HasDerivAt (spinDensity w R) (deriv (spinDensity w R) r) r := fun r =>
    (spinDensity_hasDerivAt h w r).differentiableAt.hasDerivAt
  have h0 := (spinDensity_cusp h w).deriv
  have hlin : ∀ r : ℝ, HasDerivAt (fun r : ℝ => 1 + 2 * Z * r) (2 * Z) r := fun r =>
    (((hasDerivAt_id' r).const_mul (2 * Z)).const_add 1).congr_deriv (mul_one _)
  have hf := fun r => ((hn r).fun_mul (hlin r)).sub_const (spinDensity w R 0)
  have hf' := ((spinDensity_curvature h w).fun_mul (hlin 0)).fun_add
    ((hn 0).mul_const (2 * Z))
  have hs : ∑ i, w i * ((10 * Z ^ 2 - 4 * E i) / 3 * R i 0 ^ 2)
      + 2 * ∑ i, w i * ((7 * Z ^ 2 + 2 * E i) / 3 * R i 0 ^ 2)
      = 8 * Z ^ 2 * spinDensity w R 0 := by
    simp only [spinDensity, Finset.mul_sum, ← Finset.sum_add_distrib]
    exact Finset.sum_congr rfl fun i _ => by ring
  -- L'Hôpital's rule reduces the claim to the derivative of the numerator over 2 r
  refine HasDerivAt.lhopital_zero_nhdsGT (g' := fun r => 2 * r)
    (Eventually.of_forall hf)
    (Eventually.of_forall fun r => by simpa using hasDerivAt_pow 2 r) ?_ ?_ ?_ ?_
  · filter_upwards [self_mem_nhdsWithin] with r hr
    exact mul_ne_zero two_ne_zero (ne_of_gt hr)
  · simpa using (hf 0).continuousAt.tendsto.mono_left nhdsWithin_le_nhds
  · simpa using ((continuous_pow 2).tendsto (0 : ℝ)).mono_left nhdsWithin_le_nhds
  · have hq := hf'.tendsto_slope_zero_right.div_const 2
    rw [h0] at hq
    have hL : -∑ i, w i * ((7 * Z ^ 2 + 2 * E i) / 3 * R i 0 ^ 2)
        = ((∑ i, w i * ((10 * Z ^ 2 - 4 * E i) / 3 * R i 0 ^ 2)) * (1 + 2 * Z * 0)
          + -2 * Z * spinDensity w R 0 * (2 * Z)
          + -2 * Z * spinDensity w R 0 * (2 * Z)) / 2 := by
      linear_combination -hs / 2
    rw [hL]
    refine hq.congr' ?_
    filter_upwards [self_mem_nhdsWithin] with r hr
    have hr' : r ≠ 0 := ne_of_gt hr
    rw [zero_add, smul_eq_mul]
    field_simp
    ring
```

**Q:** Does a familiar orbital satisfy the hypotheses?

**A:** The function $e^{-Zr}$ does, with $E=-Z^2/2$; the proof computes its derivatives and substitutes them. For $Z>0$ the normalised 1s function is $2Z^{3/2}e^{-Zr}$, which with weight $1$ gives $n(0)=4Z^3$ and a density per unit volume of $Z^3/\pi$. The error coefficient is then $-2Z^2n(0)$, in agreement with the expansion of $e^{-2Zr}(1+2Zr)$.

```lean
/-- The function `exp (-Z r)` is a radial orbital for nuclear charge `Z` with energy
`-Z² / 2`. -/
theorem isRadialOrbital_witness (Z : ℝ) :
    IsRadialOrbital Z (-Z ^ 2 / 2) (fun r => Real.exp (-Z * r)) := by
  have hd : ∀ r : ℝ, HasDerivAt (fun r => Real.exp (-Z * r)) (-Z * Real.exp (-Z * r)) r :=
    fun r => (((hasDerivAt_id' r).const_mul (-Z)).exp).congr_deriv (by ring)
  have d1 : deriv (fun r => Real.exp (-Z * r)) = fun r => -Z * Real.exp (-Z * r) :=
    funext fun r => (hd r).deriv
  refine ⟨(contDiff_const.mul contDiff_id).exp, fun r _ => ?_⟩
  rw [d1, ((hd r).const_mul (-Z)).deriv]
  ring

end SpinDensityCusp
```

```lean
#print axioms SpinDensityCusp.spinDensity_hasDerivAt
-- 'SpinDensityCusp.spinDensity_hasDerivAt' depends on axioms: [propext, Classical.choice, Quot.sound]
#print axioms SpinDensityCusp.contact_extrapolation
-- 'SpinDensityCusp.contact_extrapolation' depends on axioms: [propext, Classical.choice, Quot.sound]
#print axioms SpinDensityCusp.contact_extrapolation_error
-- 'SpinDensityCusp.contact_extrapolation_error' depends on axioms: [propext, Classical.choice, Quot.sound]
```

**Q:** Then where should I not apply it?

**A:** To anything that breaks the radial equation near the nucleus: a nucleus of finite size, relativistic orbitals, or a finite sum of s-type Gaussians. Such a sum has zero slope at $r=0$, so for $Z\neq0$ and $n(0)\neq0$ the factor $1+2Zr$ would introduce a first-order error instead of removing one. Electron repulsion is absent from the model, but it need not destroy the slope relation. A mean-field potential $v(r)$ that is continuous at the nucleus replaces $E_i$ by $E_i-v(r)$ in the radial equation. The slope relation then still holds, and the curvature and the error coefficient contain $E_i-v(0)$ instead of $E_i$. Kato's cusp condition, which concerns the interacting many-electron wave function, is not proved here. Finally, $n$ contains only s orbitals; p orbitals would add a term of order $r^2$ and change the error coefficient.
